# A second-order energy whose field derivative exceeds the first-order expectation value

Take a reference level at zero and a second level at $D \neq 0$, with real coupling $v \neq 0$, and let a field $F$ shift the second level, so that the second-order energy of the reference is $E(F) = -v^2/(D+F)$. Its derivative at $F=0$ is $v^2/D^2$. The normalized expectation value of $\mathrm{diag}(0,1)$, the derivative of the Hamiltonian, in the first-order state proportional to $(1,-v/D)$ is $v^2/(D^2+v^2)$, which is strictly smaller.

The two quantities can also be compared for any finite number of excited levels that are coupled only to the reference and not degenerate with it, provided that the field only shifts the excited levels and mixes no states. The derivative is then the expectation value times the squared norm of the first-order state, scaled so that its reference component is 1. The derivative is strictly larger than the expectation value if no level responds negatively to the field and some coupled level responds positively. In this finite model with diagonal field response, a property computed by perturbation theory can therefore depend on whether one differentiates the energy or averages over the wavefunction, a distinction that also arises for non-variational electronic-structure methods.

## Real couplings and a reference level that ignores the field

The excited levels are labelled by $k$ in a finite type `n`. States are real vectors on `Option n`, where `none` is the reference level and `some k` is excited level $k$.

```lean
import Mathlib

open Matrix

namespace NonvariationalDerivative

noncomputable section

variable {n : Type*} [Fintype n]
```

An expectation value is a quotient, so the state need not be normalized beforehand.

```lean
/-- The normalized expectation value of `A` in the real state `x`, for nonzero `x`. -/
def expectation {m : Type*} [Fintype m] (A : Matrix m m ℝ) (x : m → ℝ) : ℝ :=
  (x ⬝ᵥ A *ᵥ x) / (x ⬝ᵥ x)
```

The field moves level $k$ by $F w_k$ and leaves the reference at zero. The observable is therefore $W=\mathrm{diag}(0,w)$, the $F$-derivative of the Hamiltonian.

```lean
/-- The observable that is zero in the reference level and `w k` in excited level `k`. -/
def observable [DecidableEq n] (w : n → ℝ) : Matrix (Option n) (Option n) ℝ :=
  Matrix.diagonal (fun i => i.elim 0 w)

/-- The unperturbed Hamiltonian in a field `F`: reference level at zero, excited levels at
`D k + F * w k`. -/
def unperturbed [DecidableEq n] (D w : n → ℝ) (F : ℝ) : Matrix (Option n) (Option n) ℝ :=
  Matrix.diagonal (fun i => i.elim 0 (fun k => D k + F * w k))
```

The perturbation $V$ connects the reference to level $k$ with amplitude $v_k$. It has no diagonal elements and does not couple excited levels to each other.

```lean
/-- The perturbation that couples the reference level to excited level `k` with strength `v k`. -/
def coupling (v : n → ℝ) : Matrix (Option n) (Option n) ℝ :=
  Matrix.of fun i j => match i, j with
    | none, some k => v k
    | some k, none => v k
    | _, _ => 0
```

Write $\Delta_k = D_k + F w_k$ for the gap in the field. The reference state is $\psi_0$, and its first-order correction $\psi_1$ has components $c_k=-v_k/\Delta_k$ on the excited levels and zero on the reference. This is intermediate normalization: $\langle\psi_0|\psi_0+\psi_1\rangle=1$. The second-order energy is $E(F)=\langle\psi_0|V|\psi_1\rangle$.

```lean
/-- The reference state. -/
def reference : Option n → ℝ
  | none => 1
  | some _ => 0

/-- The first-order correction to the reference state, for nonzero `D k + F * w k`. -/
def correction (D w v : n → ℝ) (F : ℝ) : Option n → ℝ
  | none => 0
  | some k => -v k / (D k + F * w k)

/-- The second-order energy: the coupling between the reference state and its first-order
correction, for nonzero `D k + F * w k`. -/
def secondOrderEnergy (D w v : n → ℝ) (F : ℝ) : ℝ :=
  reference ⬝ᵥ coupling v *ᵥ correction D w v F
```

The field itself mixes no states in this model: $W$ is diagonal, and $V$ does not depend on $F$.

## No excited level degenerate with the reference

The hypothesis `h` says $\Delta_k\neq0$ for every $k$: at the field considered, no excited level coincides with the reference. The gaps may be negative, so the reference need not be the ground state.

By hand, `h` enters first when solving for $\psi_1$. The zeroth-order energy is zero, and so is the first-order energy $\langle\psi_0|V|\psi_0\rangle$. The perturbation equation is then $H_0\psi_1=-V\psi_0$, with $H_0$ the unperturbed Hamiltonian. Its reference component reads $0=0$, and its component $k$ reads $\Delta_k c_k=-v_k$, which gives $c_k$ after division by $\Delta_k$.

If $\Delta_k=0$ while $v_k\neq0$, this equation has no solution and degenerate perturbation theory is needed; Lean's convention $x/0=0$ would merely hide the failure. For an uncoupled level the condition is stronger than the physics requires.

The proof checks the same two kinds of component, and `h k` permits the cancellation.

```lean
/-- The correction solves the first-order perturbation equation. -/
theorem first_order_equation [DecidableEq n] (D w v : n → ℝ) (F : ℝ)
    (h : ∀ k, D k + F * w k ≠ 0) :
    unperturbed D w F *ᵥ correction D w v F = -(coupling v *ᵥ reference) := by
  ext i
  rw [unperturbed, Matrix.mulVec_diagonal]
  rcases i with _ | k
  · simp [correction, coupling, reference, Matrix.mulVec, dotProduct, Fintype.sum_option]
  · have hr : (coupling v *ᵥ reference) (some k) = v k := by
      simp [coupling, reference, Matrix.mulVec, dotProduct, Fintype.sum_option]
    rw [Pi.neg_apply, hr]
    change (D k + F * w k) * (-v k / (D k + F * w k)) = -v k
    rw [← mul_div_assoc, mul_div_cancel_left₀ _ (h k)]
```

Inserting $c_k$ into the energy gives the sum over states
$$E(F)=\sum_k v_kc_k=-\sum_k\frac{v_k^2}{\Delta_k}.$$
The lemma expands the matrix products into a reference term and a sum over `n`.

```lean
/-- The second-order energy as a sum over excited levels. -/
theorem secondOrderEnergy_eq (D w v : n → ℝ) (F : ℝ) :
    secondOrderEnergy D w v F = -∑ k, v k ^ 2 / (D k + F * w k) := by
  have h : secondOrderEnergy D w v F = ∑ k, v k * correction D w v F (some k) := by
    simp [secondOrderEnergy, coupling, reference, Matrix.mulVec, dotProduct, Fintype.sum_option]
  rw [h, ← Finset.sum_neg_distrib]
  refine Finset.sum_congr rfl fun k _ => ?_
  simp only [correction]
  ring
```

Since $W$ vanishes on the reference, any real state $x$ satisfies $\langle x|W|x\rangle=\sum_k w_kx_k^2$.

```lean
/-- The observable's quadratic form is a sum over excited levels, weighted by the squared
amplitudes. -/
theorem observable_form [DecidableEq n] (w : n → ℝ) (x : Option n → ℝ) :
    x ⬝ᵥ observable w *ᵥ x = ∑ k, w k * x (some k) ^ 2 := by
  simp only [observable, dotProduct, Matrix.mulVec_diagonal, Fintype.sum_option,
    Option.elim_none, Option.elim_some]
  rw [zero_mul, mul_zero, zero_add]
  exact Finset.sum_congr rfl fun k _ => by ring
```

The second use of `h` is in the differentiation. Because $d\Delta_k/dF=w_k$,
$$\frac{dE}{dF}=\sum_k\frac{v_k^2w_k}{\Delta_k^2}=\sum_k w_kc_k^2=\langle\psi_1|W|\psi_1\rangle.$$
`HasDerivAt f a F` means that `f` has derivative `a` at `F`. The proof differentiates term by term, and the quotient rule `fun_div` asks for `h k`.

```lean
/-- The field derivative of the second-order energy is the observable's quadratic form in the
first-order correction, without normalization. -/
theorem hasDerivAt_secondOrderEnergy [DecidableEq n] (D w v : n → ℝ) (F : ℝ)
    (h : ∀ k, D k + F * w k ≠ 0) :
    HasDerivAt (secondOrderEnergy D w v)
      (correction D w v F ⬝ᵥ observable w *ᵥ correction D w v F) F := by
  have hE : secondOrderEnergy D w v = fun x => ∑ k, -(v k ^ 2 / (D k + x * w k)) := by
    funext x
    rw [secondOrderEnergy_eq, Finset.sum_neg_distrib]
  rw [hE, observable_form]
  refine HasDerivAt.fun_sum fun k _ => ?_
  have h1 : HasDerivAt (fun x : ℝ => D k + x * w k) (w k) F :=
    (((hasDerivAt_id' F).mul_const (w k)).const_add (D k)).congr_deriv (one_mul _)
  refine (((hasDerivAt_const F (v k ^ 2)).fun_div h1 (h k)).fun_neg).congr_deriv ?_
  simp only [correction, div_pow]
  ring
```

It remains to compare with $\langle W\rangle$, the normalized average in the first-order state $\psi_0+\psi_1$. Let $N=\langle\psi_1|\psi_1\rangle=\sum_k c_k^2$. As $\psi_0$ and $\psi_1$ are orthogonal, $\psi_0+\psi_1$ has squared norm $1+N$, and as $W\psi_0=0$,
$$\langle W\rangle=\frac{\sum_kw_kc_k^2}{1+N},\qquad \frac{dE}{dF}=(1+N)\langle W\rangle.$$
In the proof, `hn` computes the squared norm and `hne` shows that it is nonzero, after which it cancels. No sign condition on $w$ is needed for this identity.

```lean
/-- The field derivative of the second-order energy is the normalized expectation value in the
first-order state, multiplied by the squared norm of that state. -/
theorem derivative_eq_norm_mul_expectation [DecidableEq n] (D w v : n → ℝ) (F : ℝ)
    (h : ∀ k, D k + F * w k ≠ 0) :
    HasDerivAt (secondOrderEnergy D w v)
      ((1 + correction D w v F ⬝ᵥ correction D w v F) *
        expectation (observable w) (reference + correction D w v F)) F := by
  refine (hasDerivAt_secondOrderEnergy D w v F h).congr_deriv ?_
  -- the correction is orthogonal to the reference state
  have hn : (reference + correction D w v F) ⬝ᵥ (reference + correction D w v F)
      = 1 + correction D w v F ⬝ᵥ correction D w v F := by
    simp [dotProduct, reference, correction, Fintype.sum_option]
  have hN : 0 ≤ correction D w v F ⬝ᵥ correction D w v F :=
    Finset.sum_nonneg fun i _ => mul_self_nonneg _
  have hne : 1 + correction D w v F ⬝ᵥ correction D w v F ≠ 0 := by linarith
  rw [expectation, hn, ← mul_div_assoc, mul_div_cancel_left₀ _ hne,
    observable_form, observable_form]
  simp [reference]
```

## A nonnegative response, positive in some coupled level

The strict inequality keeps the nondegeneracy hypothesis `h` and adds conditions on the response. Of these, `hw` requires $w_k\ge0$ for all $k$: increasing the field lowers no excited level relative to the reference. For one particular $k$, `hk` and `hv` require $w_k>0$ and $v_k\neq0$, so that a level present in the first-order state responds to the field.

By hand, the difference between the two quantities is
$$\frac{dE}{dF}-\langle W\rangle=N\langle W\rangle.$$
The coupled level has $c_k\neq0$, hence $N>0$. Its term $w_kc_k^2$ is positive and the others are nonnegative, hence $\langle W\rangle>0$.

Without `hw` the order can reverse: if all $w_k\le0$ and some coupled level has $w_k<0$, the derivative is the smaller number. With mixed signs the contributions can cancel and make both quantities zero. If `hw` holds but no coupled level has positive $w_k$, both are zero as well.

In the proof, `hN` is $N>0$ and `hX` is $\langle\psi_1|W|\psi_1\rangle>0$. Uniqueness of the derivative turns `hX` into $(1+N)\langle W\rangle>0$, from which `he` extracts $\langle W\rangle>0$. The final `nlinarith` uses the product $N\langle W\rangle>0$.

```lean
/-- For a nonnegative observable that is positive in some coupled level, the derivative of the
second-order energy strictly exceeds the expectation value in the first-order state. -/
theorem expectation_lt_derivative [DecidableEq n] (D w v : n → ℝ) (F : ℝ)
    (h : ∀ k, D k + F * w k ≠ 0) (hw : ∀ k, 0 ≤ w k) (k : n) (hk : 0 < w k) (hv : v k ≠ 0) :
    expectation (observable w) (reference + correction D w v F)
      < deriv (secondOrderEnergy D w v) F := by
  have hc : correction D w v F (some k) ≠ 0 := div_ne_zero (neg_ne_zero.2 hv) (h k)
  have hN : 0 < correction D w v F ⬝ᵥ correction D w v F :=
    Finset.sum_pos' (fun i _ => mul_self_nonneg _)
      ⟨some k, Finset.mem_univ _, mul_self_pos.2 hc⟩
  have hX : 0 < correction D w v F ⬝ᵥ observable w *ᵥ correction D w v F := by
    rw [observable_form]
    exact Finset.sum_pos' (fun i _ => mul_nonneg (hw i) (sq_nonneg _))
      ⟨k, Finset.mem_univ _, mul_pos hk (pow_pos_of_ne hc)⟩
  have hd := derivative_eq_norm_mul_expectation D w v F h
  rw [(hasDerivAt_secondOrderEnergy D w v F h).unique hd] at hX
  have he := pos_of_mul_pos_right hX (by linarith)
  rw [hd.deriv]
  nlinarith [mul_pos hN he]
where
  pow_pos_of_ne {a : ℝ} (ha : a ≠ 0) : 0 < a ^ 2 := by positivity
```

The model could also have given the reference its own response $w_0$, with energy $Fw_0$. The gaps would then be $D_k+F(w_k-w_0)$, and the energy to differentiate would include the zeroth-order term $Fw_0$. The factor $1+N$ would relate the two quantities after subtracting $w_0$ from each, and the sign condition would become $w_k\ge w_0$. Setting $w_0=0$ keeps the ratio free of this offset.

## Nonzero gap and coupling in the two-level case

Here `hD` excludes degeneracy at zero field and `hv` ensures that the levels mix. With $c=-v/D$,
$$E'(0)=\frac{v^2}{D^2},\qquad \langle W\rangle=\frac{v^2/D^2}{1+v^2/D^2}=\frac{v^2}{D^2+v^2}.$$
The numerators agree and are positive, while the second denominator is larger by $v^2>0$. The difference is $v^4/\bigl(D^2(D^2+v^2)\bigr)$, of fourth order in the coupling. If $v=0$, both values vanish; if $D=0$, the first-order state does not exist for $v\neq0$.

The theorem proves the three parts directly: the quotient rule for the derivative, `hx` and `hn` for the numerator and squared norm of the average, and a comparison of denominators for the inequality.

```lean
/-- Two levels with gap `D` and coupling `v`, both nonzero: the derivative of the second-order
energy `-v² / (D + F)` at `F = 0` is `v² / D²`, the expectation value in the first-order state is
`v² / (D² + v²)`, and the latter is strictly smaller. -/
theorem two_level (D v : ℝ) (hD : D ≠ 0) (hv : v ≠ 0) :
    HasDerivAt (fun F : ℝ => -v ^ 2 / (D + F)) (v ^ 2 / D ^ 2) 0 ∧
    expectation !![0, 0; 0, 1] ![1, -v / D] = v ^ 2 / (D ^ 2 + v ^ 2) ∧
    v ^ 2 / (D ^ 2 + v ^ 2) < v ^ 2 / D ^ 2 := by
  have hv2 : 0 < v ^ 2 := by positivity
  have hD2 : 0 < D ^ 2 := by positivity
  refine ⟨?_, ?_, div_lt_div_of_pos_left hv2 hD2 (by linarith)⟩
  · have h1 : HasDerivAt (fun F : ℝ => D + F) 1 0 := (hasDerivAt_id' (0 : ℝ)).const_add D
    refine ((hasDerivAt_const (0 : ℝ) (-v ^ 2)).fun_div h1 (by simpa using hD)).congr_deriv ?_
    simp only [add_zero]
    ring
  · have hx : ![1, -v / D] ⬝ᵥ !![0, 0; 0, 1] *ᵥ ![1, -v / D] = v ^ 2 / D ^ 2 := by
      simp [Matrix.mulVec, dotProduct, Fin.sum_univ_two]
      ring
    have hn : ![1, -v / D] ⬝ᵥ ![1, -v / D] = (D ^ 2 + v ^ 2) / D ^ 2 := by
      simp [dotProduct, Fin.sum_univ_two]
      field_simp
    rw [expectation, hx, hn, div_div_div_cancel_right₀ hD2.ne']
```

## Nonzero coupling for the exact energy

The exact energy of the same two levels, with gap $g=D+F$, shows what truncation changes; a derivative with respect to $g$ is then a derivative with respect to the field. The lower root of $e^2=ge+v^2$ is $e=(g-s)/2$, where $s=\sqrt{g^2+4v^2}$. For $g>0$ and weak coupling this is the root that the second-order energy $-v^2/g$ approximates; for $g<0$ the second-order energy belongs to the upper root instead.

```lean
/-- The lower root of the characteristic equation for two levels at `0` and `g` coupled by `v`. -/
def exactEnergy (v g : ℝ) : ℝ := (g - √(g ^ 2 + 4 * v ^ 2)) / 2
```

Multiplying the Hamiltonian into $(v,e)$ gives $(ve,\;v^2+ge)=(ve,\;e^2)=e\,(v,e)$. The proof obtains the quadratic equation as `he` and compares components. This identity holds for every $v$, but at $v=0$ and $g\ge0$ the vector is zero and represents no state.

```lean
/-- The vector `(v, e)` satisfies the two-level eigenvalue equation with exact energy `e`. -/
theorem exact_eigenvector (v g : ℝ) :
    !![0, v; v, g] *ᵥ ![v, exactEnergy v g] = exactEnergy v g • ![v, exactEnergy v g] := by
  have hs := Real.sq_sqrt (show 0 ≤ g ^ 2 + 4 * v ^ 2 by positivity)
  have he : exactEnergy v g ^ 2 = g * exactEnergy v g + v ^ 2 := by
    unfold exactEnergy
    linear_combination (1 / 4) * hs
  have hl : !![0, v; v, g] *ᵥ ![v, exactEnergy v g]
      = ![v * exactEnergy v g, v * v + g * exactEnergy v g] := by
    ext i
    fin_cases i <;> simp [Matrix.mulVec, dotProduct, Fin.sum_univ_two]
  have hr : exactEnergy v g • ![v, exactEnergy v g]
      = ![exactEnergy v g * v, exactEnergy v g * exactEnergy v g] := by
    ext i
    fin_cases i <;> simp
  rw [hl, hr, mul_comm v (exactEnergy v g),
    show v * v + g * exactEnergy v g = exactEnergy v g * exactEnergy v g by
      linear_combination -he]
```

The hypothesis `hv` removes that case and makes $s>0$, so the square root can be differentiated:
$$\frac{de}{dg}=\frac12\left(1-\frac gs\right)=-\frac es.$$
For the normalized vector $(v,e)/\sqrt{v^2+e^2}$, the expectation value of $\mathrm{diag}(0,1)$ is $e^2/(v^2+e^2)$. Since $v^2=e^2-ge$, the denominator is $e(2e-g)=-es$, and the quotient is again $-e/s$. Derivative and expectation value now agree, an instance of the Hellmann–Feynman relation for this family of matrices. Without coupling, $e=(g-|g|)/2$ has a kink at $g=0$, where the levels cross and no derivative exists.

The proof differentiates the square-root formula, multiplies out the nonzero denominator `hden`, and closes the resulting identity from $s^2=g^2+4v^2$ and $(g/s)\,s=g$.

```lean
/-- For the lower exact two-level energy with nonzero coupling, the derivative with respect to the
position `g` of the second level equals the normalized expectation value of `diag(0, 1)` in the
exact eigenvector. -/
theorem exact_derivative_eq_expectation (v g : ℝ) (hv : v ≠ 0) :
    HasDerivAt (exactEnergy v)
      (expectation !![0, 0; 0, 1] ![v, exactEnergy v g]) g := by
  have hp : 0 < g ^ 2 + 4 * v ^ 2 := by positivity
  have hs := Real.sq_sqrt hp.le
  have hs0 : √(g ^ 2 + 4 * v ^ 2) ≠ 0 := (Real.sqrt_pos.2 hp).ne'
  have h1 : HasDerivAt (fun x : ℝ => x ^ 2 + 4 * v ^ 2) (2 * g) g :=
    ((hasDerivAt_pow 2 g).add_const (4 * v ^ 2)).congr_deriv (by norm_num)
  refine (((hasDerivAt_id' g).fun_sub (h1.sqrt hp.ne')).div_const 2).congr_deriv ?_
  have he : expectation !![0, 0; 0, 1] ![v, exactEnergy v g]
      = exactEnergy v g * exactEnergy v g / (v * v + exactEnergy v g * exactEnergy v g) := by
    simp [expectation, Matrix.mulVec, dotProduct, Fin.sum_univ_two]
  have hden : v * v + exactEnergy v g * exactEnergy v g ≠ 0 := by
    have h2 := mul_self_pos.2 hv
    have h3 := mul_self_nonneg (exactEnergy v g)
    linarith
  rw [he, eq_div_iff hden]
  unfold exactEnergy
  -- with s the square root and q = g / s, only s² = g² + 4v² and q s = g are needed
  have hq : 2 * g / (2 * √(g ^ 2 + 4 * v ^ 2)) * √(g ^ 2 + 4 * v ^ 2) = g := by
    field_simp
  generalize 2 * g / (2 * √(g ^ 2 + 4 * v ^ 2)) = q at hq ⊢
  generalize √(g ^ 2 + 4 * v ^ 2) = s at hs hq ⊢
  linear_combination (-(1 - q) / 8) * hs - (s - g) / 4 * hq

end

end NonvariationalDerivative
```

```lean
#print axioms NonvariationalDerivative.hasDerivAt_secondOrderEnergy
-- 'NonvariationalDerivative.hasDerivAt_secondOrderEnergy' depends on axioms: [propext, Classical.choice, Quot.sound]
#print axioms NonvariationalDerivative.expectation_lt_derivative
-- 'NonvariationalDerivative.expectation_lt_derivative' depends on axioms: [propext, Classical.choice, Quot.sound]
#print axioms NonvariationalDerivative.exact_eigenvector
-- 'NonvariationalDerivative.exact_eigenvector' depends on axioms: [propext, Classical.choice, Quot.sound]
#print axioms NonvariationalDerivative.exact_derivative_eq_expectation
-- 'NonvariationalDerivative.exact_derivative_eq_expectation' depends on axioms: [propext, Classical.choice, Quot.sound]
```
